# Additive energies for two non-interacting fragments, correlated or not

Take two qubits in the state $\sqrt p\,|00\rangle+\sqrt{1-p}\,|11\rangle$ with $0\le p\le 1$, and give each the Hamiltonian $Z=\mathrm{diag}(1,-1)$. The total energy is $2p-2(1-p)=2(2p-1)$. Each qubit alone has the reduced density matrix $\mathrm{diag}(p,1-p)$ and energy $2p-1$, so the fragment energies add up to the total. The uncorrelated product of the two reduced matrices has populations $p^2$, $p(1-p)$, $(1-p)p$, $(1-p)^2$ and energy $2p^2-2(1-p)^2=2(2p-1)$, the same again. The two energies agree because each term of the Hamiltonian acts on one qubit only, so its expectation value depends only on that qubit's reduced matrix.

The same holds for any two fragments with finite bases. They are treated here as distinguishable subsystems with no interaction and no antisymmetrisation between them. This is an identity between a fixed state and its own reduced matrices. Size consistency in electronic structure is a different requirement, placed on a method: the energy it computes for the separated pair must equal the sum of the energies it computes for each fragment alone. For exact ground energies in this model, that additivity is proved below as `groundEnergy_additive`.

## States, energies and partial traces

The types `m` and `n` label the basis states of fragments A and B, and pairs in `m × n` label the composite basis.

In Lean 4 with Mathlib:

```lean
import Mathlib

open Matrix
open scoped Kronecker ComplexOrder

namespace FragmentSizeConsistency

noncomputable section

variable {m n : Type*} [Fintype m] [Fintype n]
```

The energy of a matrix $\rho$ under an operator $H$ is $E(\rho,H)=\mathrm{tr}(\rho H)$. It is a complex number, since neither matrix is required to be Hermitian.

```lean
/-- The expectation value `tr (ρ H)` of the operator `H` in the matrix `ρ`. -/
def energy {ι : Type*} [Fintype ι] (ρ H : Matrix ι ι ℂ) : ℂ := (ρ * H).trace
```

A physical mixed state is positive semidefinite, so that no probability is negative, and has trace one, so that the probabilities sum to one.

```lean
/-- A density matrix: positive semidefinite with unit trace. -/
def IsDensity {ι : Type*} [Fintype ι] (ρ : Matrix ι ι ℂ) : Prop :=
  ρ.PosSemidef ∧ ρ.trace = 1
```

The ground energy is the minimum of $\mathrm{Re}\,\mathrm{tr}(\rho H)$ over such states. For Hermitian $H$ the trace is already real and the minimum is the lowest eigenvalue. `IsLeast` requires that some state attain the value.

```lean
/-- `E` is the least value of `Re tr (ρ H)` over all density matrices `ρ`. -/
def IsGroundEnergy {ι : Type*} [Fintype ι] (H : Matrix ι ι ℂ) (E : ℝ) : Prop :=
  IsLeast {e : ℝ | ∃ ρ : Matrix ι ι ℂ, IsDensity ρ ∧ e = (energy ρ H).re} E
```

Write $i,j$ for basis labels of A and $k,l$ for those of B. Tracing out B gives $(\rho_A)_{ij}=\sum_k\rho_{(i,k),(j,k)}$.

```lean
/-- The reduced matrix of fragment A: the partial trace over fragment B. -/
def redA (ρ : Matrix (m × n) (m × n) ℂ) : Matrix m m ℂ :=
  Matrix.of fun i j => ∑ k, ρ (i, k) (j, k)
```

Tracing out A gives $(\rho_B)_{kl}=\sum_i\rho_{(i,k),(i,l)}$.

```lean
/-- The reduced matrix of fragment B: the partial trace over fragment A. -/
def redB (ρ : Matrix (m × n) (m × n) ℂ) : Matrix n n ℂ :=
  Matrix.of fun k l => ∑ i, ρ (i, k) (i, l)
```

Setting $i=j$ and summing gives $\mathrm{tr}\,\rho_A=\sum_{i,k}\rho_{(i,k),(i,k)}=\mathrm{tr}\,\rho$. For B the same double sum appears in the other order, hence `Finset.sum_comm`.

```lean
/-- Both partial traces have the same trace as the full matrix. -/
theorem trace_red (ρ : Matrix (m × n) (m × n) ℂ) :
    (redA ρ).trace = ρ.trace ∧ (redB ρ).trace = ρ.trace := by
  constructor
  · simp only [Matrix.trace, Matrix.diag_apply, redA, Matrix.of_apply, Fintype.sum_prod_type]
  · simp only [Matrix.trace, Matrix.diag_apply, redB, Matrix.of_apply, Fintype.sum_prod_type]
    exact Finset.sum_comm
```

Positivity survives as well. For a vector $x$ on A and basis vectors $e_k$ on B,
$$x^\dagger\rho_A x=\sum_k (x\otimes e_k)^\dagger\rho\,(x\otimes e_k)\ge 0 .$$
The proof expresses this by writing $\rho_A$ as a sum of principal submatrices of $\rho$, one for each $k$. Each is positive semidefinite, and an induction over the sum finishes the argument. Fragment B is treated alike.

```lean
/-- The partial traces of a density matrix are density matrices. -/
theorem isDensity_red {ρ : Matrix (m × n) (m × n) ℂ} (h : IsDensity ρ) :
    IsDensity (redA ρ) ∧ IsDensity (redB ρ) := by
  -- each partial trace is a sum of principal submatrices
  have eA : redA ρ = ∑ k : n, ρ.submatrix (fun i : m => (i, k)) (fun i : m => (i, k)) := by
    ext i j
    simp [redA, Matrix.sum_apply]
  have eB : redB ρ = ∑ i : m, ρ.submatrix (fun k : n => (i, k)) (fun k : n => (i, k)) := by
    ext k l
    simp [redB, Matrix.sum_apply]
  refine ⟨⟨?_, (trace_red ρ).1.trans h.2⟩, ⟨?_, (trace_red ρ).2.trans h.2⟩⟩
  · rw [eA]
    exact Finset.sum_induction _ Matrix.PosSemidef (fun _ _ ha hb => ha.add hb)
      Matrix.PosSemidef.zero (fun k _ => h.1.submatrix _)
  · rw [eB]
    exact Finset.sum_induction _ Matrix.PosSemidef (fun _ _ ha hb => ha.add hb)
      Matrix.PosSemidef.zero (fun k _ => h.1.submatrix _)
```

Conversely, fragment states combine into a composite state. If $\sigma=S^\dagger S$ and $\tau=T^\dagger T$, then $\sigma\otimes\tau=(S\otimes T)^\dagger(S\otimes T)\ge0$, and $\mathrm{tr}(\sigma\otimes\tau)=\mathrm{tr}\,\sigma\,\mathrm{tr}\,\tau=1$. Mathlib supplies both the positivity and the trace formula.

```lean
/-- The Kronecker product of two density matrices is a density matrix. -/
theorem isDensity_kronecker {σ : Matrix m m ℂ} {τ : Matrix n n ℂ}
    (hσ : IsDensity σ) (hτ : IsDensity τ) : IsDensity (σ ⊗ₖ τ) := by
  refine ⟨hσ.1.kronecker hτ.1, ?_⟩
  rw [Matrix.trace_kronecker, hσ.2, hτ.2, mul_one]
```

## One-fragment operators see only the reduced matrix

For an operator $A$ on the first fragment, the identity on fragment B forces $l=k$:
$$\mathrm{tr}\big(\rho(A\otimes1)\big)=\sum_{i,k,j,l}\rho_{(i,k),(j,l)}A_{ji}\delta_{lk}
=\sum_{i,j}\Big(\sum_k\rho_{(i,k),(j,k)}\Big)A_{ji}=\mathrm{tr}(\rho_A A).$$
The local statement `h` carries out the collapse for each diagonal entry, and the last line exchanges the sums over $j$ and $k$.

```lean
/-- The expectation value of `A ⊗ 1` in `ρ` equals that of `A` in the reduced matrix `ρ_A`. -/
theorem energy_kronecker_one [DecidableEq n] (ρ : Matrix (m × n) (m × n) ℂ)
    (A : Matrix m m ℂ) :
    energy ρ (A ⊗ₖ (1 : Matrix n n ℂ)) = energy (redA ρ) A := by
  -- the identity on B collapses one B index
  have h : ∀ i k, (ρ * (A ⊗ₖ (1 : Matrix n n ℂ))) (i, k) (i, k)
      = ∑ j, ρ (i, k) (j, k) * A j i := by
    intro i k
    rw [Matrix.mul_apply, Fintype.sum_prod_type]
    simp [Matrix.one_apply, Matrix.kroneckerMap_apply]
  simp only [energy, Matrix.trace, Matrix.diag_apply, Fintype.sum_prod_type, h]
  simp only [Matrix.mul_apply, redA, Matrix.of_apply, Finset.sum_mul]
  exact Finset.sum_congr rfl fun i _ => Finset.sum_comm
```

For an operator $B$ on the second fragment, the identity on fragment A forces $j=i$:
$$\mathrm{tr}\big(\rho(1\otimes B)\big)=\sum_{i,k,l}\rho_{(i,k),(i,l)}B_{lk}=\mathrm{tr}(\rho_B B).$$

```lean
/-- The expectation value of `1 ⊗ B` in `ρ` equals that of `B` in the reduced matrix `ρ_B`. -/
theorem energy_one_kronecker [DecidableEq m] (ρ : Matrix (m × n) (m × n) ℂ)
    (B : Matrix n n ℂ) :
    energy ρ ((1 : Matrix m m ℂ) ⊗ₖ B) = energy (redB ρ) B := by
  -- the identity on A collapses one A index
  have h : ∀ i k, (ρ * ((1 : Matrix m m ℂ) ⊗ₖ B)) (i, k) (i, k)
      = ∑ l, ρ (i, k) (i, l) * B l k := by
    intro i k
    rw [Matrix.mul_apply, Fintype.sum_prod_type, Finset.sum_comm]
    simp [Matrix.one_apply, Matrix.kroneckerMap_apply]
  simp only [energy, Matrix.trace, Matrix.diag_apply, Fintype.sum_prod_type, h]
  simp only [Matrix.mul_apply, redB, Matrix.of_apply, Finset.sum_mul]
  rw [Finset.sum_comm]
  exact Finset.sum_congr rfl fun k _ => Finset.sum_comm
```

The Hamiltonian without interaction is $H_0=A\otimes1+1\otimes B$.

```lean
variable [DecidableEq m] [DecidableEq n]

/-- The Hamiltonian `A ⊗ 1 + 1 ⊗ B` of two non-interacting fragments. -/
def sepHam (A : Matrix m m ℂ) (B : Matrix n n ℂ) : Matrix (m × n) (m × n) ℂ :=
  A ⊗ₖ (1 : Matrix n n ℂ) + (1 : Matrix m m ℂ) ⊗ₖ B
```

Linearity of the trace now gives $E(\rho,H_0)=\mathrm{tr}(\rho_AA)+\mathrm{tr}(\rho_BB)$. Neither normalisation nor positivity of $\rho$ is used.

```lean
/-- For any matrix `ρ`, the energy under `A ⊗ 1 + 1 ⊗ B` is the sum of the fragment energies
in the reduced matrices. -/
theorem energy_additive (ρ : Matrix (m × n) (m × n) ℂ) (A : Matrix m m ℂ) (B : Matrix n n ℂ) :
    energy ρ (sepHam A B) = energy (redA ρ) A + energy (redB ρ) B := by
  rw [← energy_kronecker_one, ← energy_one_kronecker]
  unfold energy sepHam
  rw [Matrix.mul_add, Matrix.trace_add]
```

## Where normalisation enters

For a product, $(\sigma\otimes\tau)(A\otimes1)=\sigma A\otimes\tau$ and $(\sigma\otimes\tau)(1\otimes B)=\sigma\otimes\tau B$. The trace of each factorises, so
$$E(\sigma\otimes\tau,H_0)=\mathrm{tr}(\sigma A)\,\mathrm{tr}\,\tau+\mathrm{tr}\,\sigma\,\mathrm{tr}(\tau B).$$

```lean
/-- The energy of a product `σ ⊗ τ` under `A ⊗ 1 + 1 ⊗ B` is
`tr (σ A) tr τ + tr σ tr (τ B)`. -/
theorem energy_product (σ A : Matrix m m ℂ) (τ B : Matrix n n ℂ) :
    energy (σ ⊗ₖ τ) (sepHam A B) = energy σ A * τ.trace + σ.trace * energy τ B := by
  unfold energy sepHam
  rw [Matrix.mul_add, Matrix.trace_add, ← Matrix.mul_kronecker_mul, ← Matrix.mul_kronecker_mul,
    Matrix.trace_kronecker, Matrix.trace_kronecker]
  simp only [Matrix.mul_one]
```

Put $\sigma=\rho_A$ and $\tau=\rho_B$. Both have trace $\mathrm{tr}\,\rho$, which factors out:
$$E(\rho_A\otimes\rho_B,H_0)=\mathrm{tr}\,\rho\,\big[\mathrm{tr}(\rho_AA)+\mathrm{tr}(\rho_BB)\big]=\mathrm{tr}\,\rho\;E(\rho,H_0).$$

```lean
/-- For any matrix `ρ`, the energy of `ρ_A ⊗ ρ_B` under `A ⊗ 1 + 1 ⊗ B` is `tr ρ` times the
energy of `ρ`. -/
theorem energy_uncorrelated (ρ : Matrix (m × n) (m × n) ℂ) (A : Matrix m m ℂ)
    (B : Matrix n n ℂ) :
    energy (redA ρ ⊗ₖ redB ρ) (sepHam A B) = ρ.trace * energy ρ (sepHam A B) := by
  rw [energy_product, (trace_red ρ).1, (trace_red ρ).2, energy_additive]
  ring
```

With $\mathrm{tr}\,\rho=1$ the prefactor disappears. The theorem `size_consistency` therefore states two equalities: the energy of $\rho$ is the sum of the fragment energies, and it is also the energy of $\rho_A\otimes\rho_B$. Its only hypothesis, `h`, is unit trace, so it covers every density matrix, pure or mixed. Despite its name, the theorem does not show that any approximate method is size-consistent: a normalised state satisfies both equalities whichever method produced it.

```lean
/-- For a trace-one matrix `ρ`, the energy under `A ⊗ 1 + 1 ⊗ B` is the sum of the fragment
energies in `ρ_A` and `ρ_B`, and it equals the energy of the product matrix `ρ_A ⊗ ρ_B`. -/
theorem size_consistency {ρ : Matrix (m × n) (m × n) ℂ} (h : ρ.trace = 1)
    (A : Matrix m m ℂ) (B : Matrix n n ℂ) :
    energy ρ (sepHam A B) = energy (redA ρ) A + energy (redB ρ) B ∧
      energy ρ (sepHam A B) = energy (redA ρ ⊗ₖ redB ρ) (sepHam A B) := by
  refine ⟨energy_additive ρ A B, ?_⟩
  rw [energy_uncorrelated, h, one_mul]
```

## What an interaction adds

Let $\rho$ have trace one and let $V$ be any operator on the composite system. In the difference of the two energies under $H_0+V$, the $H_0$ parts cancel by the previous theorem, leaving
$$E(\rho,H_0+V)-E(\rho_A\otimes\rho_B,H_0+V)=\mathrm{tr}\big((\rho-\rho_A\otimes\rho_B)V\big).$$
The proof expands the traces and uses that equality, named `h0`, for the cancellation.

```lean
/-- With an interaction `V` added, the energy difference between a trace-one `ρ` and
`ρ_A ⊗ ρ_B` is `tr ((ρ - ρ_A ⊗ ρ_B) V)`. -/
theorem energy_difference_interaction {ρ : Matrix (m × n) (m × n) ℂ} (h : ρ.trace = 1)
    (A : Matrix m m ℂ) (B : Matrix n n ℂ) (V : Matrix (m × n) (m × n) ℂ) :
    energy ρ (sepHam A B + V) - energy (redA ρ ⊗ₖ redB ρ) (sepHam A B + V)
      = energy (ρ - redA ρ ⊗ₖ redB ρ) V := by
  -- the non-interacting parts cancel
  have h0 := (size_consistency h A B).2
  simp only [energy] at h0 ⊢
  simp only [Matrix.mul_add, Matrix.sub_mul, Matrix.trace_add, Matrix.trace_sub]
  linear_combination h0
```

## Additive ground energies

Suppose $A$ and $B$ have ground energies $E_A$ and $E_B$, attained by $\sigma$ and $\tau$. Then $\sigma\otimes\tau$ is a state with energy $E_A+E_B$. No state $\rho$ lies lower, because $\rho_A$ and $\rho_B$ are themselves states:
$$\mathrm{Re}\,E(\rho,H_0)=\mathrm{Re}\,\mathrm{tr}(\rho_AA)+\mathrm{Re}\,\mathrm{tr}(\rho_BB)\ge E_A+E_B.$$
The two bullets of the proof are these two halves. That the fragment minima exist is assumed through `hA` and `hB`. For non-empty finite bases this is no restriction, since the density matrices form a compact set on which the continuous energy attains its minimum.

```lean
/-- If `A` and `B` have ground energies `EA` and `EB`, then `A ⊗ 1 + 1 ⊗ B` has ground energy
`EA + EB`. -/
theorem groundEnergy_additive {A : Matrix m m ℂ} {B : Matrix n n ℂ} {EA EB : ℝ}
    (hA : IsGroundEnergy A EA) (hB : IsGroundEnergy B EB) :
    IsGroundEnergy (sepHam A B) (EA + EB) := by
  obtain ⟨⟨σ, hσ, eA⟩, lA⟩ := hA
  obtain ⟨⟨τ, hτ, eB⟩, lB⟩ := hB
  refine ⟨⟨σ ⊗ₖ τ, isDensity_kronecker hσ hτ, ?_⟩, ?_⟩
  · -- the product of the fragment minimisers attains the sum
    rw [energy_product, hσ.2, hτ.2, mul_one, one_mul, Complex.add_re, ← eA, ← eB]
  · -- every state is bounded below through its reduced density matrices
    rintro e ⟨ρ, hρ, rfl⟩
    have h1 : EA ≤ (energy (redA ρ) A).re := lA ⟨redA ρ, (isDensity_red hρ).1, rfl⟩
    have h2 : EB ≤ (energy (redB ρ) B).re := lB ⟨redB ρ, (isDensity_red hρ).2, rfl⟩
    rw [energy_additive, Complex.add_re]
    exact add_le_add h1 h2
```

## A coupling that detects the correlation

At $p=\tfrac12$ the opening example becomes the Bell state. Its density matrix has the entry $\tfrac12$ wherever $i=k$ and $j=l$, and zero elsewhere.

```lean
/-- The projector on the two-qubit Bell vector `(|00⟩ + |11⟩) / √2`. -/
def bell : Matrix (Fin 2 × Fin 2) (Fin 2 × Fin 2) ℂ :=
  Matrix.of fun p q => if p.1 = p.2 ∧ q.1 = q.2 then 1 / 2 else 0
```

The coupling is built from the Pauli matrix $Z$.

```lean
/-- The Pauli matrix `Z`. -/
def pauliZ : Matrix (Fin 2) (Fin 2) ℂ := !![1, 0; 0, -1]
```

Both components of the Bell state have $Z\otimes Z=1$, so the expectation value is $\tfrac12+\tfrac12=1$. Both reduced matrices are $\tfrac12\,1$, so their product gives $\tfrac14(\mathrm{tr}\,Z)^2=0$. The equality of energies thus fails for this interaction.

For positivity, the proof factorises the Bell matrix as $C^\dagger C$, where $C$ has two identical rows with entries $\tfrac12$ at $00$ and $11$. This gives $2\cdot\tfrac14=\tfrac12$ in the right places without a square root. The traces are then evaluated entry by entry.

```lean
/-- The Bell matrix is a density matrix in which the coupling `Z ⊗ Z` has expectation value one,
while in the product of its reduced matrices the value is zero. -/
theorem bell_correlation_witness :
    IsDensity bell ∧ energy bell (pauliZ ⊗ₖ pauliZ) = 1 ∧
      energy (redA bell ⊗ₖ redB bell) (pauliZ ⊗ₖ pauliZ) = 0 := by
  refine ⟨⟨?_, ?_⟩, ?_, ?_⟩
  · -- positivity from a factorisation `Cᴴ C`
    let C : Matrix (Fin 2) (Fin 2 × Fin 2) ℂ :=
      Matrix.of fun _ q => if q.1 = q.2 then 1 / 2 else 0
    have e : bell = Cᴴ * C := by
      ext p q
      by_cases h1 : p.1 = p.2 <;> by_cases h2 : q.1 = q.2 <;>
        simp [bell, C, Matrix.mul_apply, Matrix.conjTranspose_apply, h1, h2]
    rw [e]
    exact Matrix.posSemidef_conjTranspose_mul_self C
  · simp only [Matrix.trace, Matrix.diag_apply, Fintype.sum_prod_type, Fin.sum_univ_two]
    simp [bell]
    norm_num
  · simp only [energy, Matrix.trace, Matrix.diag_apply, Matrix.mul_apply, Fintype.sum_prod_type,
      Fin.sum_univ_two, Matrix.kroneckerMap_apply]
    simp [bell, pauliZ]
    norm_num
  · simp only [energy, Matrix.trace, Matrix.diag_apply, Matrix.mul_apply, Fintype.sum_prod_type,
      Fin.sum_univ_two, Matrix.kroneckerMap_apply, redA, redB, Matrix.of_apply]
    simp [bell, pauliZ]

end

end FragmentSizeConsistency
```

```lean
#print axioms FragmentSizeConsistency.energy_difference_interaction
#print axioms FragmentSizeConsistency.groundEnergy_additive
```

```
'FragmentSizeConsistency.energy_difference_interaction' depends on axioms: [propext, Classical.choice, Quot.sound]
'FragmentSizeConsistency.groundEnergy_additive' depends on axioms: [propext, Classical.choice, Quot.sound]
```
